# Exactly one fit of m + 2 consecutive slab energies by bulk, surface and m exponential terms with distinct fixed decay factors other than 0 and 1

## Which slab parameters are unknown

The bulk energy per layer and the surface energy of a crystal can be extracted from the total energies of slabs of a few thicknesses, once it is settled which quantities in the thickness dependence count as unknown. Here the decay factors of the finite-size corrections are fixed in advance, and only the energies that multiply the terms are fitted. This makes the problem linear.

A slab of \(N\) layers has the model energy
\[
E(N) = N e + s + \sum_{j=0}^{m-1} c_j\, q_j^{N},
\]
where \(e\) is the bulk energy per layer, \(s\) the surface term (both faces together), and \(c_j\) the amplitude of a correction with real decay factor \(q_j\). A correction that decays exponentially over a length \(\lambda\) without changing sign, with layer spacing \(d\), has \(q = \exp(-d/\lambda)\). A negative factor describes an even–odd oscillation.

For electronic-structure slab calculations, the result says when \(m+2\) consecutive thicknesses determine \(e\), \(s\) and all \(c_j\), provided that the energies follow this form and the \(q_j\) are already known.

## The statement in words

Let the \(q_j\) be distinct, none equal to 0 or 1. For every starting thickness \(N_0\) and all real data \(E_0,\dots,E_{m+1}\), exactly one triple \((e,s,c)\) satisfies \(E(N_0+k)=E_k\) for \(k=0,\dots,m+1\). This is `existsUnique_fit`.

In Lean, `q : Fin m → ℝ` lists the factors, `Function.Injective q` says that they are distinct, and `hq0` and `hq1` exclude 0 and 1. The triple is a single point `x`, with `x.1`, `x.2.1` and `x.2.2` for \(e\), \(s\) and \(c\). `Reproduces` states the \(m+2\) equations, and `∃!` means "exactly one". The letter `E` denotes the list of data there, but a function of thickness in `slabFilter`. The case \(m=0\) is a straight line through two points, and \(N_0=0\) is allowed.

The step from here to a real slab is the assumption that its energies follow this form with the chosen \(q_j\). A perfect fit is no evidence for that, since any \(m+2\) numbers can be fitted.

## Filtering the energies with a polynomial

For a polynomial \(p(X)=\sum_k p_k X^k\), form the weighted sum \(F_p=\sum_k p_k E(N_0+k)\). The three kinds of term give
\[
\sum_k p_k (N_0+k)e = e\,[N_0\,p(1)+p'(1)],\qquad \sum_k p_k s = s\,p(1),
\]
\[
\sum_k p_k c_j q_j^{N_0+k} = c_j q_j^{N_0} p(q_j).
\]
Hence
\[
F_p = e\,[N_0\,p(1)+p'(1)] + s\,p(1) + \sum_j c_j q_j^{N_0} p(q_j).
\]

Let \(P(X)=\prod_j (X-q_j)\) and take \(p=(X-1)P\). Then \(p(1)=0\), \(p(q_j)=0\) and \(p'(1)=P(1)\), so
\[
e = \frac{F_{(X-1)P}}{\prod_j (1-q_j)} .
\]
The degree is \(m+1\), so no energies beyond the \(m+2\) given ones enter. For one factor \(r\neq 1\), \((X-1)(X-r)=X^2-(1+r)X+r\) gives
\[
e=\frac{E(N+2)-(1+r)E(N+1)+r\,E(N)}{1-r}.
\]

The surface term invites an error here. Filtering with \(P\) removes the exponentials, but \(F_P/P(1)\) is in general not \(s\): it equals \(s+e\,[N_0+P'(1)/P(1)]\). Subtracting the bulk part, with \(e\) known from the previous formula, leaves \(s\).

## From vanishing data to a unique fit

Suppose that all \(m+2\) energies vanish. Then \(F_p=0\) for every \(p\) of degree at most \(m+1\).

1. The formula for \(e\) gives \(e=0\).
2. With \(e=0\), the filter \(P\) gives \(s\prod_j(1-q_j)=0\), so \(s=0\).
3. With \(e=s=0\), the filter \(\prod_{i\ne j}(X-q_i)\) gives \(c_j\,q_j^{N_0}\prod_{i\neq j}(q_j-q_i)=0\). The last two factors are nonzero, so \(c_j=0\).

The linear map from parameters to data is therefore injective. Both spaces have dimension \(m+2\), so it is also surjective, and each data set has exactly one fit.

## Parameters that the data cannot see

For \(N_0\ge 1\) the conditions on the \(q_j\) are also necessary. If one fails, some nonzero parameters give zero energy at every thickness used:

- if \(q_i=q_j\) with \(i\neq j\), take \(c_i=1\), \(c_j=-1\);
- if \(q_j=0\), take \(c_j=1\);
- if \(q_j=1\), take \(c_j=1\), \(s=-1\).

Nor can "consecutive" be weakened to "different" thicknesses when negative factors are allowed. For \(m=1\) and \(q_0=-1\), the choice \(e=0\), \(s=1\), \(c_0=-1\) gives \(E(N)=1-(-1)^N\), which vanishes at \(N=2,4,6\). This factor describes an undamped oscillation, which the theorem allows although it does not decay. A decaying example is \(q_0=-1/2\) with \(e=-3/16\), \(s=11/16\), \(c_0=1\), where the energy vanishes at \(N=1,3,4\).

## The Lean file

```lean
import Mathlib

open Polynomial

namespace MultiExponentialSlabFit

noncomputable section

variable {m : ℕ}

/-- Energy of a slab of `N` layers: bulk energy `e` per layer, surface term `s`, and
finite-size corrections with amplitudes `c j` and decay factors `q j`. -/
def slabEnergy (q : Fin m → ℝ) (e s : ℝ) (c : Fin m → ℝ) (N : ℕ) : ℝ :=
  N * e + s + ∑ j, c j * q j ^ N

/-- The parameters `(e, s, c)` reproduce the `m + 2` energies `E` at the consecutive
thicknesses `N₀, ..., N₀ + m + 1`. -/
def Reproduces (q : Fin m → ℝ) (N₀ : ℕ) (E : Fin (m + 2) → ℝ)
    (x : ℝ × ℝ × (Fin m → ℝ)) : Prop :=
  ∀ k : Fin (m + 2), slabEnergy q x.1 x.2.1 x.2.2 (N₀ + (k : ℕ)) = E k

/-- The finite-difference filter that weights the energy at thickness `N₀ + k` with the
`k`-th coefficient of the polynomial `p`. -/
def slabFilter (p : ℝ[X]) (E : ℕ → ℝ) (N₀ : ℕ) : ℝ :=
  ∑ k ∈ p.support, p.coeff k * E (N₀ + k)

/-- The polynomial whose roots are the decay factors with labels in `t`. -/
def decayPoly (q : Fin m → ℝ) (t : Finset (Fin m)) : ℝ[X] :=
  ∏ j ∈ t, (X - C (q j))

/-- The value of the decay polynomial at `x` is the product of the differences `x - q j`. -/
lemma decayPoly_eval (q : Fin m → ℝ) (t : Finset (Fin m)) (x : ℝ) :
    (decayPoly q t).eval x = ∏ j ∈ t, (x - q j) := by
  simp [decayPoly, eval_prod]

/-- The decay polynomial vanishes at each decay factor included in it. -/
lemma decayPoly_root (q : Fin m → ℝ) {t : Finset (Fin m)} {i : Fin m} (hi : i ∈ t) :
    (decayPoly q t).eval (q i) = 0 := by
  rw [decayPoly_eval]
  exact Finset.prod_eq_zero hi (sub_self _)

/-- The decay polynomial has degree at most the number `m` of exponentials. -/
lemma decayPoly_natDegree (q : Fin m → ℝ) (t : Finset (Fin m)) :
    (decayPoly q t).natDegree ≤ m := by
  have h := t.card_le_univ
  rw [Fintype.card_fin] at h
  refine (natDegree_prod_le t _).trans ?_
  simp only [natDegree_X_sub_C, Finset.sum_const, smul_eq_mul, mul_one]
  exact h

/-- A filter acts on the slab energy through the values of its polynomial at the decay
factors and through its value and slope at 1. -/
theorem filter_slabEnergy (q : Fin m → ℝ) (e s : ℝ) (c : Fin m → ℝ) (N₀ : ℕ) (p : ℝ[X]) :
    slabFilter p (slabEnergy q e s c) N₀ =
      e * (N₀ * p.eval 1 + p.derivative.eval 1) + s * p.eval 1
        + ∑ j, c j * q j ^ N₀ * p.eval (q j) := by
  -- each exponential is an eigenfunction of the shift in thickness
  have hsum : ∑ k ∈ p.support, p.coeff k * ∑ j, c j * q j ^ (N₀ + k)
      = ∑ j, c j * q j ^ N₀ * p.eval (q j) := by
    simp only [eval_eq_sum, Polynomial.sum_def, Finset.mul_sum]
    rw [Finset.sum_comm]
    refine Finset.sum_congr rfl fun j _ => Finset.sum_congr rfl fun k _ => ?_
    rw [pow_add]
    ring
  have hpoint : ∀ k, p.coeff k * slabEnergy q e s c (N₀ + k) =
      e * N₀ * p.coeff k + e * (p.coeff k * k) + s * p.coeff k
        + p.coeff k * ∑ j, c j * q j ^ (N₀ + k) := by
    intro k
    unfold slabEnergy
    push_cast
    ring
  have h1 : p.eval 1 = ∑ k ∈ p.support, p.coeff k := by
    simp [eval_eq_sum, Polynomial.sum_def]
  have h2 : p.derivative.eval 1 = ∑ k ∈ p.support, p.coeff k * k := by
    simp [derivative_eval, Polynomial.sum_def]
  rw [← hsum, h1, h2]
  simp only [slabFilter, hpoint, Finset.sum_add_distrib, ← Finset.mul_sum]
  ring

/-- If no decay factor equals 1, the bulk energy per layer is an explicit weighted sum of
the slab energies at `m + 2` consecutive thicknesses. -/
theorem bulk_energy_eq (q : Fin m → ℝ) (hq1 : ∀ j, q j ≠ 1) (e s : ℝ) (c : Fin m → ℝ)
    (N₀ : ℕ) :
    e = slabFilter ((X - C 1) * decayPoly q Finset.univ) (slabEnergy q e s c) N₀
      / ∏ j, (1 - q j) := by
  rw [eq_div_iff (Finset.prod_ne_zero_iff.mpr fun j _ => sub_ne_zero.mpr (hq1 j).symm),
    filter_slabEnergy]
  have hroot : ∀ j, (decayPoly q Finset.univ).eval (q j) = 0 :=
    fun j => decayPoly_root q (Finset.mem_univ j)
  simp [hroot, decayPoly_eval]

/-- With a single exponential of decay factor `r ≠ 1`, three consecutive slab energies
give the bulk energy per layer. -/
theorem bulk_energy_three_point (r : ℝ) (hr : r ≠ 1) (e s : ℝ) (c : Fin 1 → ℝ) (N : ℕ) :
    e = (slabEnergy (fun _ => r) e s c (N + 2) - (1 + r) * slabEnergy (fun _ => r) e s c (N + 1)
      + r * slabEnergy (fun _ => r) e s c N) / (1 - r) := by
  rw [eq_div_iff (sub_ne_zero.mpr hr.symm)]
  simp only [slabEnergy, Finset.univ_unique, Finset.sum_singleton]
  push_cast
  ring

/-- For distinct decay factors, none equal to 0 or 1, a slab energy that vanishes at
`m + 2` consecutive thicknesses has all its parameters equal to zero. -/
theorem parameters_eq_zero (q : Fin m → ℝ) (hq : Function.Injective q)
    (hq0 : ∀ j, q j ≠ 0) (hq1 : ∀ j, q j ≠ 1) (N₀ : ℕ) (e s : ℝ) (c : Fin m → ℝ)
    (h : ∀ k < m + 2, slabEnergy q e s c (N₀ + k) = 0) : e = 0 ∧ s = 0 ∧ c = 0 := by
  have hz : ∀ p : ℝ[X], p.natDegree < m + 2 →
      slabFilter p (slabEnergy q e s c) N₀ = 0 := by
    intro p hp
    refine Finset.sum_eq_zero fun k hk => ?_
    rw [h k (lt_of_le_of_lt (le_natDegree_of_mem_supp k hk) hp), mul_zero]
  have hdeg := decayPoly_natDegree q
  -- the full filter isolates the bulk term
  have he : e = 0 := by
    have hd := natDegree_mul_le (p := X - C (1 : ℝ)) (q := decayPoly q Finset.univ)
    rw [natDegree_X_sub_C] at hd
    have hu := hdeg Finset.univ
    have hb := bulk_energy_eq q hq1 e s c N₀
    rw [hz _ (by omega), zero_div] at hb
    exact hb
  subst he
  -- with `e = 0`, removing all exponentials isolates the surface term
  have hs : s = 0 := by
    have hf := filter_slabEnergy q 0 s c N₀ (decayPoly q Finset.univ)
    rw [hz _ (by have := hdeg Finset.univ; omega), Finset.sum_eq_zero (fun j _ => by
      rw [decayPoly_root q (Finset.mem_univ j), mul_zero]), zero_mul, zero_add, add_zero] at hf
    refine (mul_eq_zero.mp hf.symm).resolve_right ?_
    rw [decayPoly_eval]
    exact Finset.prod_ne_zero_iff.mpr fun j _ => sub_ne_zero.mpr (hq1 j).symm
  subst hs
  refine ⟨rfl, rfl, funext fun j => ?_⟩
  -- with `e = s = 0`, removing all exponentials but one isolates its amplitude
  have hf := filter_slabEnergy q 0 0 c N₀ (decayPoly q (Finset.univ.erase j))
  rw [hz _ (by have := hdeg (Finset.univ.erase j); omega),
    Finset.sum_eq_single j (fun i _ hij => by
      rw [decayPoly_root q (Finset.mem_erase.mpr ⟨hij, Finset.mem_univ i⟩), mul_zero])
      (fun hj => absurd (Finset.mem_univ j) hj)] at hf
  simp only [zero_mul, zero_add] at hf
  have hP : (decayPoly q (Finset.univ.erase j)).eval (q j) ≠ 0 := by
    rw [decayPoly_eval]
    exact Finset.prod_ne_zero_iff.mpr fun i hi =>
      sub_ne_zero.mpr fun hij => Finset.ne_of_mem_erase hi (hq hij.symm)
  by_contra hc
  exact mul_ne_zero (mul_ne_zero hc (pow_ne_zero _ (hq0 j))) hP hf.symm

/-- For distinct decay factors, none equal to 0 or 1, any `m + 2` energies at consecutive
thicknesses are reproduced by exactly one choice of the parameters `(e, s, c)`. -/
theorem existsUnique_fit (q : Fin m → ℝ) (hq : Function.Injective q)
    (hq0 : ∀ j, q j ≠ 0) (hq1 : ∀ j, q j ≠ 1) (N₀ : ℕ) (E : Fin (m + 2) → ℝ) :
    ∃! x : ℝ × ℝ × (Fin m → ℝ), Reproduces q N₀ E x := by
  -- the energies depend linearly on the parameters
  let L : (ℝ × ℝ × (Fin m → ℝ)) →ₗ[ℝ] (Fin (m + 2) → ℝ) :=
    { toFun := fun x k => slabEnergy q x.1 x.2.1 x.2.2 (N₀ + (k : ℕ))
      map_add' := by
        intro x y
        funext k
        simp only [slabEnergy, Prod.fst_add, Prod.snd_add, Pi.add_apply, add_mul,
          Finset.sum_add_distrib]
        ring
      map_smul' := by
        intro a x
        funext k
        simp only [slabEnergy, Prod.smul_fst, Prod.smul_snd, Pi.smul_apply, smul_eq_mul,
          RingHom.id_apply, mul_add, Finset.mul_sum, mul_assoc]
        ring }
  have hinj : Function.Injective L := by
    rw [injective_iff_map_eq_zero]
    rintro ⟨e, s, c⟩ hx
    obtain ⟨he, hs, hc⟩ := parameters_eq_zero q hq hq0 hq1 N₀ e s c
      (fun k hk => congrFun hx ⟨k, hk⟩)
    rw [he, hs, hc]
    rfl
  -- there are as many parameters as data
  have hdim : Module.finrank ℝ (ℝ × ℝ × (Fin m → ℝ)) =
      Module.finrank ℝ (Fin (m + 2) → ℝ) := by
    simp only [Module.finrank_prod, Module.finrank_self, Module.finrank_fin_fun]
    omega
  obtain ⟨x, hx⟩ := (LinearMap.injective_iff_surjective_of_finrank_eq_finrank hdim).mp hinj E
  exact ⟨x, fun k => congrFun hx k, fun y hy => hinj ((funext hy : L y = E).trans hx.symm)⟩

/-- If the thinnest slab has at least one layer and every data set has exactly one fit,
then the decay factors are distinct and none equals 0 or 1. -/
theorem conditions_necessary (q : Fin m → ℝ) (N₀ : ℕ) (hN : N₀ ≠ 0)
    (h : ∀ E : Fin (m + 2) → ℝ, ∃! x : ℝ × ℝ × (Fin m → ℝ), Reproduces q N₀ E x) :
    Function.Injective q ∧ ∀ j, q j ≠ 0 ∧ q j ≠ 1 := by
  have key : ∀ (s : ℝ) (c : Fin m → ℝ),
      (∀ k : ℕ, slabEnergy q 0 s c (N₀ + k) = 0) → c = 0 := by
    intro s c hc
    have h0 : Reproduces q N₀ 0 (0, 0, 0) := fun k => by simp [slabEnergy]
    have h1 : Reproduces q N₀ 0 (0, s, c) := fun k => hc k
    exact congrArg (fun x => x.2.2) ((h 0).unique h1 h0)
  have hne : ∀ j : Fin m, (Pi.single j 1 : Fin m → ℝ) ≠ 0 := fun j hj => by
    simpa using congrFun hj j
  refine ⟨fun i j hij => ?_, fun j => ⟨fun hj => ?_, fun hj => ?_⟩⟩
  · -- equal factors: opposite amplitudes cancel
    by_contra hne'
    have hc := key 0 (Pi.single i 1 - Pi.single j 1) (fun k => by
      simp [slabEnergy, sub_mul, Finset.sum_sub_distrib, Pi.single_apply, hij])
    simpa [Pi.single_apply, hne'] using congrFun hc i
  · -- a zero factor is invisible from one layer on
    exact hne j (key 0 _ fun k => by simp [slabEnergy, Pi.single_apply, hj, hN])
  · -- a unit factor imitates the surface term
    exact hne j (key (-1) _ fun k => by simp [slabEnergy, Pi.single_apply, hj])

/-- With the single decay factor `-1`, the parameters `e = 0`, `s = 1`, `c = -1` give zero
energy at every even thickness. -/
theorem even_thicknesses_blind (n : ℕ) :
    slabEnergy (fun _ : Fin 1 => (-1 : ℝ)) 0 1 (fun _ => -1) (2 * n) = 0 := by
  simp [slabEnergy, pow_mul]

end

end MultiExponentialSlabFit
```

```lean
#print axioms MultiExponentialSlabFit.bulk_energy_three_point
-- 'MultiExponentialSlabFit.bulk_energy_three_point' depends on axioms: [propext, Classical.choice, Quot.sound]
#print axioms MultiExponentialSlabFit.existsUnique_fit
-- 'MultiExponentialSlabFit.existsUnique_fit' depends on axioms: [propext, Classical.choice, Quot.sound]
#print axioms MultiExponentialSlabFit.conditions_necessary
-- 'MultiExponentialSlabFit.conditions_necessary' depends on axioms: [propext, Classical.choice, Quot.sound]
#print axioms MultiExponentialSlabFit.even_thicknesses_blind
-- 'MultiExponentialSlabFit.even_thicknesses_blind' depends on axioms: [propext, Classical.choice, Quot.sound]
```

## How the lemmas carry the argument

`decayPoly` is the product of \(X-q_j\) over a chosen set of labels. Its three lemmas give its values, its roots and the degree bound \(m\).

`filter_slabEnergy` is the formula for \(F_p\). Its step `hsum` exchanges the sums over \(k\) and \(j\) and splits \(q_j^{N_0+k}\), while `h1` and `h2` identify \(p(1)\) and \(p'(1)\). `bulk_energy_eq` inserts \((X-1)P\) and needs only \(q_j\neq1\). `bulk_energy_three_point` is checked separately, by direct expansion.

In `parameters_eq_zero`, `hz` says that every filter of degree below \(m+2\) returns zero. The steps `he` and `hs` are items 1 and 2 above. For item 3, `Finset.univ.erase j` omits one factor, and `hP` shows that the remaining product is nonzero at \(q_j\).

`existsUnique_fit` packages the model as a linear map `L`, obtains injectivity from the previous theorem, and compares dimensions in `hdim`. Surjectivity supplies the fit and injectivity its uniqueness.

`conditions_necessary` uses the assumed uniqueness for zero data only: `key` says that parameters with \(e=0\) and vanishing energies must have \(c=0\). The three invisible parameter sets, built with `Pi.single`, contradict this. `even_thicknesses_blind` verifies the example with factor \(-1\) at every even thickness.
